# A level shift $b>0$ limits the density change of one orbital update to $2\|f\|/b$

Take a finite orthonormal orbital basis. A density for $N$ electrons, with one electron per occupied orbital, is a complex matrix $P$ with $P^\dagger=P$, $P^2=P$ and $\operatorname{tr}P=N$. It is the orthogonal projector onto the occupied orbitals of one determinant. The matrix $f$ plays the role of the Fock matrix and is held fixed during the update. The norm is the Frobenius norm, $\|A\|^2=\sum_{ij}|A_{ij}|^2$.

Given an old density $P$ and a real level shift $b$, a level-shifted update is a density $Q$ that minimises $\operatorname{Re}\operatorname{tr}((f-bP)R)$ over all densities $R$ with the same $N$. Subtracting $bP$ lowers the old occupied orbitals by $b$. Raising the old virtual orbitals by $b$ instead gives $f+b(1-P)$, which changes the energy of every $R$ by the same constant $bN$ and so has the same minimisers. For Hermitian $f$ the trace is already real; with the real part written out, the argument holds for any complex matrix $f$.

## Comparing the update with the old density

The claim is that for $b>0$ every update satisfies
$$\|Q-P\|\le \frac{2\|f\|}{b}.$$

Put $D=P-Q$. This matrix is Hermitian, so $\|D\|^2=\sum_{ij}D_{ij}\overline{D_{ij}}=\sum_{ij}D_{ij}D_{ji}=\operatorname{tr}D^2$. Expanding the square and using $P^2=P$, $Q^2=Q$ and the two traces gives
$$\|D\|^2=2N-2\operatorname{Re}\operatorname{tr}(PQ).$$

The old density $P$ is an allowed trial density. Minimality of $Q$ therefore gives
$$\operatorname{Re}\operatorname{tr}(fQ)-b\operatorname{Re}\operatorname{tr}(PQ)\le\operatorname{Re}\operatorname{tr}(fP)-bN,$$
and rearranging,
$$\frac b2\|D\|^2=b\,\bigl(N-\operatorname{Re}\operatorname{tr}(PQ)\bigr)\le\operatorname{Re}\operatorname{tr}(fD).$$
The level shift acts as a quadratic penalty on the density change, which the first-order energy gain has to pay for.

For any matrix $A$ and Hermitian $B$, the Cauchy-Schwarz inequality gives
$$\operatorname{Re}\operatorname{tr}(AB)\le\sum_{ij}|A_{ij}||B_{ji}|=\sum_{ij}|A_{ij}||B_{ij}|\le\|A\|\,\|B\|.$$
Since $\operatorname{tr}D=N-N=0$, the trace of $fD$ equals that of $(f-c)D$ for every complex constant $c$. Hence $\frac b2\|D\|^2\le\|f-c\|\,\|D\|$. If $D=0$ the claim is immediate; otherwise division by $\|D\|$ gives $\|D\|\le2\|f-c\|/b$. The choice $c=0$ is the claim.

## Separating the occupied-virtual coupling

Write $P'=1-P$ and split $f$ into blocks:
$$g=PfP'+P'fP,\qquad k=PfP-P'fP'.$$
Here $g$ couples occupied and virtual orbitals, and $k$ is the occupied block minus the virtual block. Idempotency of $P$ and $Q$ gives
$$PDP=P-PQP=PD^2P,\qquad P'DP'=-P'QP'=-P'D^2P'.$$
The diagonal blocks of the density change are thus of second order in $D$. By cyclicity of the trace,
$$\operatorname{tr}(fD)=\operatorname{tr}(gD)+\operatorname{tr}(fPDP)+\operatorname{tr}(fP'DP')=\operatorname{tr}(gD)+\operatorname{tr}(kD^2).$$
With $\|D^2\|\le\|D\|^2$, the penalty inequality becomes $\frac b2\|D\|^2\le\|g\|\,\|D\|+\|k\|\,\|D\|^2$, and therefore
$$(b-2\|k\|)\,\|Q-P\|\le2\|g\|.$$
This is informative when $b>2\|k\|$. If $f$ commutes with $P$, then $g=0$, and such a shift forces $Q=P$.

## Densities and updates as Lean structures

The finite type `n` labels the orbitals, and opening the scope `Matrix.Norms.Frobenius` makes `‖A‖` the Frobenius norm.

```lean
import Mathlib

open Matrix Filter Topology
open scoped Matrix.Norms.Frobenius

namespace LevelShiftDamping

noncomputable section

variable {n : Type*} [Fintype n] [DecidableEq n]
```

The three fields of `IsDensity` are the three conditions on a density.

```lean
/-- A one-determinant density matrix for `N` electrons: an orthogonal projector of trace `N`. -/
structure IsDensity (N : ℕ) (P : Matrix n n ℂ) : Prop where
  herm : P.IsHermitian
  idem : P * P = P
  trace : P.trace = (N : ℂ)
```

The update is defined by its minimum property, with no reference to diagonalisation. The field `dens` says that `Q` is itself a density, and `le` compares it with every competitor `R`. Neither Hermiticity of `f` nor the sign of `b` is part of the definition. Degenerate minimisers are allowed, and the bounds apply to each of them.

```lean
/-- `Q` is a level-shifted update of `P`: among all `N`-electron densities it minimises
the energy `Re tr((f - b P) R)`. -/
structure IsShiftedUpdate (N : ℕ) (f P : Matrix n n ℂ) (b : ℝ) (Q : Matrix n n ℂ) : Prop where
  dens : IsDensity N Q
  le : ∀ R, IsDensity N R →
    ((f - (b : ℂ) • P) * Q).trace.re ≤ ((f - (b : ℂ) • P) * R).trace.re
```

The next two definitions are $g$ and $k$.

```lean
/-- The part of `f` that couples occupied and virtual orbitals of `P`. -/
def occVirt (P f : Matrix n n ℂ) : Matrix n n ℂ :=
  P * f * (1 - P) + (1 - P) * f * P

/-- The occupied block of `f` minus its virtual block. -/
def blockDiff (P f : Matrix n n ℂ) : Matrix n n ℂ :=
  P * f * P - (1 - P) * f * (1 - P)
```

## Cauchy-Schwarz for the trace

Mathlib defines the Frobenius norm through real powers. The first lemma turns its square into a plain sum over index pairs.

```lean
/-- The squared Frobenius norm is the sum of the squared moduli of all entries. -/
theorem norm_sq_eq_sum (A : Matrix n n ℂ) : ‖A‖ ^ 2 = ∑ p : n × n, ‖A p.1 p.2‖ ^ 2 := by
  have h : ‖A‖ = (∑ i, ∑ j, ‖A i j‖ ^ (2 : ℝ)) ^ (1 / 2 : ℝ) := Matrix.frobenius_norm_def A
  rw [h, ← Real.sqrt_eq_rpow, Real.sq_sqrt (by positivity),
    Fintype.sum_prod_type]
  simp only [Real.rpow_two]
```

Cauchy-Schwarz for finite sums is then applied to the moduli of the entries. Hermiticity of `B` enters once, to replace $|B_{ji}|$ by $|B_{ij}|$.

```lean
/-- Cauchy-Schwarz inequality for the trace pairing with a Hermitian matrix. -/
theorem re_trace_mul_le (A : Matrix n n ℂ) {B : Matrix n n ℂ} (hB : B.IsHermitian) :
    (A * B).trace.re ≤ ‖A‖ * ‖B‖ := by
  have hcs := Finset.sum_mul_sq_le_sq_mul_sq Finset.univ
    (fun p : n × n => ‖A p.1 p.2‖) (fun p : n × n => ‖B p.1 p.2‖)
  rw [← norm_sq_eq_sum, ← norm_sq_eq_sum, ← mul_pow] at hcs
  calc (A * B).trace.re = ∑ p : n × n, (A p.1 p.2 * B p.2 p.1).re := by
        rw [Fintype.sum_prod_type]
        simp only [Matrix.trace, Matrix.diag_apply, Matrix.mul_apply, Complex.re_sum]
    _ ≤ ∑ p : n × n, ‖A p.1 p.2‖ * ‖B p.1 p.2‖ := by
        refine Finset.sum_le_sum fun p _ => ?_
        have h : ‖B p.2 p.1‖ = ‖B p.1 p.2‖ := by
          rw [← hB.apply p.2 p.1, norm_star]
        calc (A p.1 p.2 * B p.2 p.1).re ≤ ‖A p.1 p.2 * B p.2 p.1‖ := Complex.re_le_norm _
          _ = ‖A p.1 p.2‖ * ‖B p.1 p.2‖ := by rw [norm_mul, h]
    _ ≤ ‖A‖ * ‖B‖ := (le_abs_self _).trans (abs_le_of_sq_le_sq hcs (by positivity))
```

## The penalty inequality and the bound

In the next proof, `hn` is $\|D\|^2=\operatorname{Re}\operatorname{tr}D^2$ and `e` is the expansion of that trace. The line defining `hmin` inserts `P` as the trial density. Once the traces are expanded by `t`, the inequality is linear in the remaining quantities, and `linarith` finishes.

```lean
/-- The squared density change, weighted by half the level shift, is at most the
first-order energy `Re tr(f (P - Q))` gained by the update. -/
theorem shift_penalty_le {N : ℕ} {f P Q : Matrix n n ℂ} {b : ℝ}
    (hP : IsDensity N P) (hQ : IsShiftedUpdate N f P b Q) :
    b / 2 * ‖P - Q‖ ^ 2 ≤ (f * (P - Q)).trace.re := by
  have hD : (P - Q).IsHermitian := hP.herm.sub hQ.dens.herm
  -- for a Hermitian matrix the squared norm is the trace of the square
  have hn : ‖P - Q‖ ^ 2 = ((P - Q) * (P - Q)).trace.re := by
    rw [norm_sq_eq_sum, Fintype.sum_prod_type]
    generalize P - Q = D at hD
    simp only [Matrix.trace, Matrix.diag_apply, Matrix.mul_apply, Complex.re_sum]
    refine Finset.sum_congr rfl fun i _ => Finset.sum_congr rfl fun j _ => ?_
    have h : D j i = (starRingEnd ℂ) (D i j) := (hD.apply j i).symm
    rw [h, Complex.mul_conj, Complex.ofReal_re, Complex.normSq_eq_norm_sq]
  have e : ((P - Q) * (P - Q)).trace = (N + N : ℂ) - ((P * Q).trace + (P * Q).trace) := by
    have h : (P - Q) * (P - Q) = P * P - P * Q - Q * P + Q * Q := by noncomm_ring
    rw [h, hP.idem, hQ.dens.idem, trace_add, trace_sub, trace_sub, trace_mul_comm Q P,
      hP.trace, hQ.dens.trace]
    ring
  -- compare the update with the trial density `P`
  have hmin := hQ.le P hP
  have t (R : Matrix n n ℂ) :
      ((f - (b : ℂ) • P) * R).trace = (f * R).trace - (b : ℂ) * (P * R).trace := by
    rw [Matrix.sub_mul, Matrix.smul_mul, trace_sub, trace_smul, smul_eq_mul]
  rw [t, t, hP.idem, hP.trace] at hmin
  rw [hn, e, Matrix.mul_sub, trace_sub]
  simp only [Complex.sub_re, Complex.add_re, Complex.re_ofReal_mul, Complex.natCast_re] at hmin ⊢
  linarith
```

The version with an arbitrary energy zero `c` combines this with Cauchy-Schwarz. Equal electron numbers give `h3`, which removes the constant from the trace. The case split at the end separates $D=0$ from the case in which $\|D\|$ can be cancelled.

```lean
/-- For a positive level shift `b`, the density change is at most `2 ‖f - c‖ / b` for every choice
`c` of the energy zero. -/
theorem density_change_le_energy_zero {N : ℕ} {f P Q : Matrix n n ℂ} {b : ℝ} (hb : 0 < b)
    (hP : IsDensity N P) (hQ : IsShiftedUpdate N f P b Q) (c : ℂ) :
    ‖Q - P‖ ≤ 2 * ‖f - c • (1 : Matrix n n ℂ)‖ / b := by
  have h1 := shift_penalty_le hP hQ
  have h2 := re_trace_mul_le (f - c • (1 : Matrix n n ℂ)) (hP.herm.sub hQ.dens.herm)
  -- both densities hold the same number of electrons, so the constant drops out
  have h3 : ((f - c • (1 : Matrix n n ℂ)) * (P - Q)).trace = (f * (P - Q)).trace := by
    rw [Matrix.sub_mul, Matrix.smul_mul, Matrix.one_mul, trace_sub, trace_smul, trace_sub P Q,
      hP.trace, hQ.dens.trace, sub_self, smul_zero, sub_zero]
  rw [h3] at h2
  rw [norm_sub_rev, le_div_iff₀ hb]
  rcases eq_or_lt_of_le (norm_nonneg (P - Q)) with h0 | h0
  · rw [← h0, zero_mul]
    positivity
  · have h4 : b / 2 * ‖P - Q‖ ≤ ‖f - c • (1 : Matrix n n ℂ)‖ :=
      le_of_mul_le_mul_right (by nlinarith) h0
    linarith
```

Setting `c` to zero gives the main theorem.

```lean
/-- For a positive level shift `b`, the updated density differs from the old one by at most `2 ‖f‖ /
b` in Frobenius norm. -/
theorem density_change_le {N : ℕ} {f P Q : Matrix n n ℂ} {b : ℝ} (hb : 0 < b)
    (hP : IsDensity N P) (hQ : IsShiftedUpdate N f P b Q) :
    ‖Q - P‖ ≤ 2 * ‖f‖ / b := by
  simpa only [zero_smul, sub_zero] using density_change_le_energy_zero hb hP hQ 0
```

In self-consistent-field practice, this bounds how far a single level-shifted step can move a one-determinant density in a finite orthonormal basis, with $f$ held fixed. It says nothing about whether repeated steps, with $f$ rebuilt each time, converge.

For the limit of large shifts, `Q` becomes a function that selects one update for each positive `b`; that such updates are available is a hypothesis. The norm of the change is squeezed between zero and $2\|f\|/b$.

```lean
/-- As the level shift grows without bound, the updated density tends to the old one. -/
theorem density_change_tendsto_zero {N : ℕ} {f P : Matrix n n ℂ} {Q : ℝ → Matrix n n ℂ}
    (hP : IsDensity N P) (hQ : ∀ b, 0 < b → IsShiftedUpdate N f P b (Q b)) :
    Tendsto (fun b => ‖Q b - P‖) atTop (𝓝 0) := by
  have h : Tendsto (fun b : ℝ => 2 * ‖f‖ / b) atTop (𝓝 0) :=
    tendsto_const_nhds.div_atTop tendsto_id
  refine squeeze_zero' (Eventually.of_forall fun b => norm_nonneg _) ?_ h
  filter_upwards [eventually_gt_atTop (0 : ℝ)] with b hb
  exact density_change_le hb hP (hQ b hb)
```

## The refined bound and stationary densities

The refined theorem needs no sign condition on `b`. In its proof, `e1` and `e2` are the two block identities, `cyc` is cyclicity of the trace, and `ht` is the resulting formula for $\operatorname{tr}(fD)$. Cauchy-Schwarz is used twice, with $D$ and with the Hermitian matrix $D^2$, and `h4` supplies $\|D^2\|\le\|D\|^2$. The last step again cancels one factor $\|D\|$ when it is positive.

```lean
/-- The density change, multiplied by the level shift less twice the norm of the block
difference, is at most twice the norm of the occupied-virtual coupling. -/
theorem density_change_le_coupling {N : ℕ} {f P Q : Matrix n n ℂ} {b : ℝ}
    (hP : IsDensity N P) (hQ : IsShiftedUpdate N f P b Q) :
    (b - 2 * ‖blockDiff P f‖) * ‖Q - P‖ ≤ 2 * ‖occVirt P f‖ := by
  have hp := hP.idem
  have hq := hQ.dens.idem
  have hp' (X : Matrix n n ℂ) : P * (P * X) = P * X := by rw [← mul_assoc, hp]
  have hq' (X : Matrix n n ℂ) : Q * (Q * X) = Q * X := by rw [← mul_assoc, hq]
  -- the diagonal blocks of `P - Q` are quadratic in `P - Q`
  have e1 : P * (P - Q) * P = P * ((P - Q) * (P - Q)) * P := by
    simp only [mul_sub, sub_mul, mul_assoc, hp, hp', hq']
    abel
  have e2 : (1 - P) * (P - Q) * (1 - P) = -((1 - P) * ((P - Q) * (P - Q)) * (1 - P)) := by
    simp only [mul_sub, sub_mul, mul_one, one_mul, mul_assoc, hp, hp', hq]
    abel
  have cyc (X Y : Matrix n n ℂ) : (X * f * X * Y).trace = (f * (X * Y * X)).trace := by
    have h := trace_mul_comm X (f * X * Y)
    simpa only [mul_assoc] using h
  have hs : f * (P - Q) = occVirt P f * (P - Q) + P * f * P * (P - Q)
      + (1 - P) * f * (1 - P) * (P - Q) := by
    unfold occVirt
    noncomm_ring
  have hk : blockDiff P f * ((P - Q) * (P - Q)) = P * f * P * ((P - Q) * (P - Q))
      - (1 - P) * f * (1 - P) * ((P - Q) * (P - Q)) := by
    unfold blockDiff
    exact sub_mul _ _ _
  have ht : (f * (P - Q)).trace = (occVirt P f * (P - Q)).trace
      + (blockDiff P f * ((P - Q) * (P - Q))).trace := by
    rw [hs, hk, trace_add, trace_add, trace_sub, cyc P (P - Q), cyc (1 - P) (P - Q),
      cyc P ((P - Q) * (P - Q)), cyc (1 - P) ((P - Q) * (P - Q)), e1, e2, mul_neg, trace_neg]
    ring
  have hD : (P - Q).IsHermitian := hP.herm.sub hQ.dens.herm
  have hDD : ((P - Q) * (P - Q)).IsHermitian := by
    show ((P - Q) * (P - Q))ᴴ = _
    rw [conjTranspose_mul, hD.eq]
  have h1 := shift_penalty_le hP hQ
  rw [ht, Complex.add_re] at h1
  have h2 := re_trace_mul_le (occVirt P f) hD
  have h3 := re_trace_mul_le (blockDiff P f) hDD
  have h4 : ‖blockDiff P f‖ * ‖(P - Q) * (P - Q)‖ ≤ ‖blockDiff P f‖ * (‖P - Q‖ * ‖P - Q‖) :=
    mul_le_mul_of_nonneg_left (norm_mul_le _ _) (norm_nonneg _)
  rw [norm_sub_rev]
  rcases eq_or_lt_of_le (norm_nonneg (P - Q)) with h0 | h0
  · rw [← h0, mul_zero]
    positivity
  · exact le_of_mul_le_mul_right (by nlinarith) h0
```

For Hermitian $f$, the condition $Pf=fP$ means that occupied and virtual orbitals are uncoupled, which is the stationarity condition of a self-consistent-field solution when $f$ is the Fock matrix built from $P$. The proof checks that both parts of `occVirt` vanish and then reads $\|Q-P\|=0$ from the refined bound. The hypotheses do not require the occupied levels to be the lowest ones, so a sufficiently large shift also retains a stationary density that violates the aufbau order.

```lean
/-- If `f` commutes with `P` and the level shift exceeds twice the norm of the block
difference, the update returns the old density. -/
theorem update_eq_of_commute {N : ℕ} {f P Q : Matrix n n ℂ} {b : ℝ}
    (hP : IsDensity N P) (hQ : IsShiftedUpdate N f P b Q) (hc : P * f = f * P)
    (hb : 2 * ‖blockDiff P f‖ < b) : Q = P := by
  have h1 : P * f * (1 - P) = 0 := by
    rw [hc, mul_assoc, mul_sub, mul_one, hP.idem, sub_self, mul_zero]
  have h2 : (1 - P) * f * P = 0 := by
    rw [mul_assoc, ← hc, ← mul_assoc, sub_mul, one_mul, hP.idem, sub_self, zero_mul]
  have h := density_change_le_coupling hP hQ
  rw [occVirt, h1, h2, add_zero, norm_zero, mul_zero] at h
  have h0 : ‖Q - P‖ = 0 := by
    nlinarith [norm_nonneg (Q - P)]
  exact sub_eq_zero.mp (norm_eq_zero.mp h0)
```

## Equality for two levels

Let $f=\operatorname{diag}(1,-1)$, $P=\operatorname{diag}(1,0)$ and $b=2$. The old density occupies the upper level, and the shift lowers that level exactly to the other one: $f-2P=-1$. Every one-electron density then has the same shifted energy, so $Q=\operatorname{diag}(0,1)$ is an update. Since $Q-P=-f$, both sides of the bound equal $\sqrt2$, and no constant smaller than 2 would serve in general.

The theorem states these facts as a conjunction: `P` is a density, `Q` is an update of it, and the bound holds with equality. The matrices are checked entry by entry, and minimality follows from the equal traces.

```lean
/-- The constant 2 is attained: for two levels with `f = diag(1, -1)` and shift `b = 2`, the
density `diag(0, 1)` is an update of `diag(1, 0)` for which the bound is an equality. -/
theorem density_change_sharp_witness :
    IsDensity 1 (!![1, 0; 0, 0] : Matrix (Fin 2) (Fin 2) ℂ) ∧
    IsShiftedUpdate 1 (!![1, 0; 0, -1] : Matrix (Fin 2) (Fin 2) ℂ) !![1, 0; 0, 0] 2
      !![0, 0; 0, 1] ∧
    ‖(!![0, 0; 0, 1] : Matrix (Fin 2) (Fin 2) ℂ) - !![1, 0; 0, 0]‖
      = 2 * ‖(!![1, 0; 0, -1] : Matrix (Fin 2) (Fin 2) ℂ)‖ / 2 := by
  have hQ : IsDensity 1 (!![0, 0; 0, 1] : Matrix (Fin 2) (Fin 2) ℂ) := by
    refine ⟨?_, ?_, ?_⟩
    · ext i j; fin_cases i <;> fin_cases j <;> simp
    · ext i j; fin_cases i <;> fin_cases j <;> simp [Matrix.mul_apply, Fin.sum_univ_succ]
    · simp [Matrix.trace_fin_two]
  refine ⟨⟨?_, ?_, ?_⟩, ⟨hQ, fun R hR => ?_⟩, ?_⟩
  · ext i j; fin_cases i <;> fin_cases j <;> simp
  · ext i j; fin_cases i <;> fin_cases j <;> simp [Matrix.mul_apply, Fin.sum_univ_succ]
  · simp [Matrix.trace_fin_two]
  · -- the shifted matrix is minus the identity, so all densities are degenerate
    have h : (!![1, 0; 0, -1] : Matrix (Fin 2) (Fin 2) ℂ)
        - ((2 : ℝ) : ℂ) • !![1, 0; 0, 0] = -1 := by
      ext i j; fin_cases i <;> fin_cases j <;> norm_num
    rw [h]
    simp only [neg_mul, one_mul, Matrix.trace_neg, hQ.trace, hR.trace, le_refl]
  · have h : (!![0, 0; 0, 1] : Matrix (Fin 2) (Fin 2) ℂ) - !![1, 0; 0, 0]
        = -!![1, 0; 0, -1] := by
      ext i j; fin_cases i <;> fin_cases j <;> simp
    rw [h, norm_neg]
    ring

end

end LevelShiftDamping
```

```lean
#print axioms LevelShiftDamping.density_change_tendsto_zero
-- 'LevelShiftDamping.density_change_tendsto_zero' depends on axioms: [propext, Classical.choice, Quot.sound]
#print axioms LevelShiftDamping.update_eq_of_commute
-- 'LevelShiftDamping.update_eq_of_commute' depends on axioms: [propext, Classical.choice, Quot.sound]
```
